# The 1/t bias of path-averaged estimators for a gapped, bounded Hamiltonian

A path-integral ground-state simulation projects a trial state $\psi$ in imaginary time from both ends of a path of length $t$. An observable $A$ measured near the middle sees almost the ground state; near the ends it still sees $\psi$. Averaging over the whole path uses every measurement but includes the ends. How large is the resulting bias?

Let $H$ and $A$ be bounded and self-adjoint on a real Hilbert space. Let $\varphi$ be a unit ground vector with energy $E_0$, separated from all orthogonal states by an excitation gap $g>0$. Write $c=\langle\varphi,\psi\rangle\neq0$ and $a=\langle\varphi,A\varphi\rangle$, and let $\chi\perp\varphi$ solve $(H-E_0)\chi=\psi-c\varphi$. Then

$$t\,(\bar A_t-a)\to\frac{2\langle\varphi,A\chi\rangle}{c},\qquad \bar A_t=\frac1t\int_0^t\frac{\langle\psi,e^{-sH}Ae^{-(t-s)H}\psi\rangle}{\langle\psi,e^{-tH}\psi\rangle}\,ds.$$

For a lattice or finite-basis model that meets these conditions, doubling a long path therefore nearly halves the bias whenever this limit is nonzero.

## Bulk, ends and remainder

Put $K=H-E_0$, $U_s=e^{-sK}$ and $\eta=K\chi=\psi-c\varphi$. The self-adjoint $K$ maps the orthogonal complement of $\varphi$ to itself and is bounded below by $g>0$ there, so it is invertible there and $\chi$ exists and is unique. Replacing $H$ by $K$ multiplies numerator and denominator by the same factor $e^{tE_0}$, so $\bar A_t$ is unchanged.

Now $U_s\varphi=\varphi$. If $v\perp\varphi$, then $U_sv\perp\varphi$ and

$$\frac{d}{ds}\|U_sv\|^2=-2\langle U_sv,KU_sv\rangle\le-2g\|U_sv\|^2,$$

so $\|U_sv\|\le e^{-gs}\|v\|$ for $s\ge0$.

Insert $\psi=c\varphi+\eta$ in the numerator. The two cross terms are equal, by the symmetry of $A$ and the substitution $s\to t-s$:

$$N(t)=\int_0^t\langle U_s\psi,AU_{t-s}\psi\rangle ds=c^2at+2c\int_0^t\langle\varphi,AU_s\eta\rangle ds+R(t).$$

Since $U_s\eta=-\frac{d}{ds}U_s\chi$, the middle integral is $\langle\varphi,A\chi\rangle-\langle\varphi,AU_t\chi\rangle$. The remainder $R(t)=\int_0^t\langle U_s\eta,AU_{t-s}\eta\rangle ds$ satisfies $|R(t)|\le\|A\|\|\eta\|^2te^{-gt}$.

The denominator is $D(t)=c^2+d(t)$, with $d(t)=\langle\psi,U_t\eta\rangle=O(e^{-gt})$. Hence

$$t(\bar A_t-a)=\frac{N-atD}{D}=\frac{2c(\langle\varphi,A\chi\rangle-\langle\varphi,AU_t\chi\rangle)+R-a\,t\,d}{D}\to\frac{2c\langle\varphi,A\chi\rangle}{c^2}.$$

The same decay estimate shows that measuring only at $s=t/2$ leaves a bias bounded by a constant times $e^{-gt/2}$ for long paths.

## Operators, estimator and gap in Lean

The letter `E` is the Hilbert space, not an energy; `E →L[ℝ] E` is the type of bounded operators on it.

```lean
import Mathlib

open Filter Topology MeasureTheory

namespace PathAveragedEstimator

noncomputable section

variable {E : Type*} [NormedAddCommGroup E] [InnerProductSpace ℝ E] [CompleteSpace E]

local notation "⟪" x ", " y "⟫" => inner ℝ x y
```

The propagator is the exact operator exponential, with no time-step error.

```lean
/-- The imaginary-time propagator `exp(-sH)`. -/
def propagator (H : E →L[ℝ] E) (s : ℝ) : E →L[ℝ] E := NormedSpace.exp ((-s) • H)
```

The estimator is an exact expectation, with no sampling noise.

```lean
/-- The average over insertion times `s` in `[0,t]` of
`⟨ψ, exp(-sH) A exp(-(t-s)H) ψ⟩ / ⟨ψ, exp(-tH) ψ⟩`, for `t > 0` and `⟨ψ, exp(-tH) ψ⟩ ≠ 0`. -/
def pathAverage (H A : E →L[ℝ] E) (ψ : E) (t : ℝ) : ℝ :=
  (∫ s in (0 : ℝ)..t, ⟪ψ, propagator H s (A (propagator H (t - s) ψ))⟫ /
    ⟪ψ, propagator H t ψ⟫) / t
```

The gap is a bound on the mean energy of states orthogonal to `φ`.

```lean
/-- `φ` is a unit eigenvector of the self-adjoint `H` with energy `E₀`, and every state orthogonal
to `φ` has mean energy at least `E₀ + g`, with `g > 0`. -/
structure GappedGround (H : E →L[ℝ] E) (φ : E) (E₀ g : ℝ) : Prop where
  selfAdj : IsSelfAdjoint H
  unit : ‖φ‖ = 1
  eigen : H φ = E₀ • φ
  gap_pos : 0 < g
  gap : ∀ v, ⟪φ, v⟫ = 0 → (E₀ + g) * ‖v‖ ^ 2 ≤ ⟪v, H v⟫
```

In finite dimension, strict nondegeneracy supplies this gap. The mean energy attains its minimum on the unit sphere orthogonal to `φ`, and `g` is that minimum less `E₀`. In dimension one the sphere is empty and `g = 1` serves; then $\chi=0$ and the bias vanishes for every $t>0$.

```lean
/-- In finite dimension, a unit eigenvector of a self-adjoint `H` whose energy lies strictly below
the mean energy of every nonzero state orthogonal to it is separated from those states by a positive
gap. -/
theorem exists_gap [FiniteDimensional ℝ E] {H : E →L[ℝ] E} {φ : E} {E₀ : ℝ}
    (hH : IsSelfAdjoint H) (h1 : ‖φ‖ = 1) (he : H φ = E₀ • φ)
    (hlt : ∀ v, ⟪φ, v⟫ = 0 → v ≠ 0 → E₀ * ‖v‖ ^ 2 < ⟪v, H v⟫) :
    ∃ g, GappedGround H φ E₀ g := by
  have hc : IsCompact (Metric.sphere (0 : E) 1 ∩ {v | ⟪φ, v⟫ = 0}) :=
    (isCompact_sphere _ _).inter_right
      (isClosed_eq (continuous_inner.comp (continuous_const.prodMk continuous_id))
        continuous_const)
  have hmem : ∀ v, ⟪φ, v⟫ = 0 → v ≠ 0 →
      ‖v‖⁻¹ • v ∈ Metric.sphere (0 : E) 1 ∩ {v | ⟪φ, v⟫ = 0} := by
    intro v hv h0
    have hn : ‖v‖ ≠ 0 := norm_ne_zero_iff.mpr h0
    refine ⟨?_, ?_⟩
    · rw [mem_sphere_zero_iff_norm, norm_smul, norm_inv, norm_norm, inv_mul_cancel₀ hn]
    · change ⟪φ, ‖v‖⁻¹ • v⟫ = 0
      rw [inner_smul_right, hv, mul_zero]
  by_cases hne : (Metric.sphere (0 : E) 1 ∩ {v | ⟪φ, v⟫ = 0}).Nonempty
  · -- the mean energy attains its minimum on the unit sphere orthogonal to the ground vector
    have hq : Continuous (fun v : E => ⟪v, H v⟫) :=
      continuous_inner.comp (continuous_id.prodMk H.continuous)
    obtain ⟨u, hu, hmin⟩ := hc.exists_isMinOn hne hq.continuousOn
    have hu1 : ‖u‖ = 1 := mem_sphere_zero_iff_norm.mp hu.1
    have hu0 : u ≠ 0 := by
      intro h
      simp [h] at hu1
    have hp := hlt u hu.2 hu0
    rw [hu1] at hp
    refine ⟨⟪u, H u⟫ - E₀, hH, h1, he, by linarith, fun v hv => ?_⟩
    by_cases h0 : v = 0
    · simp [h0]
    have hn : ‖v‖ ≠ 0 := norm_ne_zero_iff.mpr h0
    have hm : ⟪u, H u⟫ ≤ ⟪‖v‖⁻¹ • v, H (‖v‖⁻¹ • v)⟫ :=
      isMinOn_iff.mp hmin _ (hmem v hv h0)
    rw [map_smul, real_inner_smul_left, inner_smul_right] at hm
    calc (E₀ + (⟪u, H u⟫ - E₀)) * ‖v‖ ^ 2 = ⟪u, H u⟫ * ‖v‖ ^ 2 := by ring
      _ ≤ (‖v‖⁻¹ * (‖v‖⁻¹ * ⟪v, H v⟫)) * ‖v‖ ^ 2 := by gcongr
      _ = ⟪v, H v⟫ := by field_simp
  · refine ⟨1, hH, h1, he, one_pos, fun v hv => ?_⟩
    by_cases h0 : v = 0
    · simp [h0]
    · exact absurd ⟨_, hmem v hv h0⟩ hne
```

## Imaginary-time evolution and decay

Differentiating the exponential with $H$ on either side gives the evolution equation and, by uniqueness of the derivative, commutation.

```lean
/-- The propagated state solves the imaginary-time Schrödinger equation, and the propagator
commutes with `H`. -/
theorem imaginary_time_evolution (H : E →L[ℝ] E) (v : E) (s : ℝ) :
    HasDerivAt (fun r => propagator H r v) (-(H (propagator H s v))) s ∧
      propagator H s (H v) = H (propagator H s v) := by
  have h1 := hasDerivAt_exp_smul_const (-H) s
  have h2 := hasDerivAt_exp_smul_const' (-H) s
  have e : ∀ r : ℝ, r • (-H) = (-r) • H := fun r => by rw [smul_neg, neg_smul]
  simp only [e] at h1 h2
  constructor
  · have k : HasDerivAt (fun r => propagator H r v) _ s := h2.clm_apply (hasDerivAt_const s v)
    convert k using 1
    simp [propagator]
  · have hc := congrArg (fun T : E →L[ℝ] E => T v) (h1.unique h2)
    simpa [propagator] using hc
```

The energy shift, written `c` in this theorem and unrelated to the overlap $c$, becomes a scalar exponential that cancels in the ratio.

```lean
/-- A constant shift of the Hamiltonian drops out of the path-averaged estimator. -/
theorem pathAverage_shift (H A : E →L[ℝ] E) (ψ : E) (c t : ℝ) :
    pathAverage (H - c • 1) A ψ t = pathAverage H A ψ t := by
  have hs : ∀ s, propagator (H - c • 1) s = Real.exp (c * s) • propagator H s := by
    intro s
    let _ : NormedAlgebra ℚ (E →L[ℝ] E) := NormedAlgebra.restrictScalars ℚ ℝ _
    have h1 : (-s) • (H - c • (1 : E →L[ℝ] E)) =
        algebraMap ℝ (E →L[ℝ] E) (c * s) + (-s) • H := by
      rw [Algebra.algebraMap_eq_smul_one]
      module
    unfold propagator
    rw [h1, NormedSpace.exp_add_of_commute (Algebra.commutes _ _),
      ← NormedSpace.algebraMap_exp_comm, ← Real.exp_eq_exp_ℝ, ← Algebra.smul_def]
  unfold pathAverage
  congr 1
  apply intervalIntegral.integral_congr
  intro s _
  have he : Real.exp (c * t) = Real.exp (c * (t - s)) * Real.exp (c * s) := by
    rw [← Real.exp_add]
    ring_nf
  simp only [hs, smul_apply, map_smul, inner_smul_right]
  rw [he, ← mul_assoc, mul_div_mul_left _ _
    (mul_pos (Real.exp_pos (c * (t - s))) (Real.exp_pos (c * s))).ne']
```

Symmetry lets the propagator act on the left-hand state.

```lean
/-- The propagator of a self-adjoint Hamiltonian is symmetric. -/
theorem propagator_symm {H : E →L[ℝ] E} (hH : IsSelfAdjoint H) (s : ℝ) (x y : E) :
    ⟪propagator H s x, y⟫ = ⟪x, propagator H s y⟫ := by
  have h : IsSelfAdjoint (propagator H s) := ((IsSelfAdjoint.all (-s)).smul hH).exp
  exact ContinuousLinearMap.isSelfAdjoint_iff_isSymmetric.mp h x y
```

With the ground energy set to zero, the propagated ground vector has zero derivative, so it is constant.

```lean
/-- A vector `φ` with `Hφ = 0` is stationary in imaginary time. -/
theorem ground_stationary {H : E →L[ℝ] E} {φ : E} (hφ : H φ = 0) (s : ℝ) :
    propagator H s φ = φ := by
  have h := is_const_of_deriv_eq_zero
    (fun r => (imaginary_time_evolution H φ r).1.differentiableAt)
    (fun r => by
      rw [(imaginary_time_evolution H φ r).1.deriv, ← (imaginary_time_evolution H φ r).2, hφ]
      simp) s 0
  simpa [propagator] using h
```

The differential inequality appears as monotonicity: $e^{2gs}\|U_sv\|^2$ never increases.

```lean
/-- With the ground energy set to zero, a state orthogonal to the ground vector decays at least
as fast as `exp(-gs)` for `s ≥ 0`. -/
theorem excited_decay {H : E →L[ℝ] E} {φ v : E} {g s : ℝ} (h : GappedGround H φ 0 g)
    (hv : ⟪φ, v⟫ = 0) (hs : 0 ≤ s) :
    ‖propagator H s v‖ ≤ Real.exp (-(g * s)) * ‖v‖ := by
  have hd : ∀ r, HasDerivAt (fun r => Real.exp (2 * g * r) * ‖propagator H r v‖ ^ 2)
      (Real.exp (2 * g * r) * (2 * g) * ‖propagator H r v‖ ^ 2 + Real.exp (2 * g * r) *
        (2 * ⟪propagator H r v, -(H (propagator H r v))⟫)) r := by
    intro r
    have he : HasDerivAt (fun r => Real.exp (2 * g * r)) (Real.exp (2 * g * r) * (2 * g)) r := by
      simpa using ((hasDerivAt_id' r).const_mul (2 * g)).exp
    exact he.fun_mul (imaginary_time_evolution H v r).1.norm_sq
  -- the gap makes the rescaled squared norm nonincreasing
  have hanti := antitone_of_deriv_nonpos (fun r => (hd r).differentiableAt) (fun r => by
    rw [(hd r).deriv, inner_neg_right]
    have ho : ⟪φ, propagator H r v⟫ = 0 := by
      rw [← propagator_symm h.selfAdj, ground_stationary (by simp [h.eigen]), hv]
    nlinarith [mul_le_mul_of_nonneg_left (h.gap _ ho) (Real.exp_pos (2 * g * r)).le])
  have h0 : Real.exp (2 * g * s) * ‖propagator H s v‖ ^ 2 ≤ ‖v‖ ^ 2 := by
    simpa [propagator] using hanti hs
  have h2 : Real.exp (2 * g * s) = Real.exp (g * s) ^ 2 := by
    rw [sq, ← Real.exp_add]
    ring_nf
  rw [h2, ← mul_pow] at h0
  have h3 := (sq_le_sq₀ (by positivity) (norm_nonneg v)).mp h0
  rw [Real.exp_neg, inv_mul_eq_div, le_div_iff₀ (Real.exp_pos _)]
  linarith
```

## The split and the limit

The "path integral" in the next docstring is the ordinary integral over the insertion time `s`, not a sum over paths. In the proof, `hpt` expands the integrand, `hI'` reflects the time, and `hI` integrates the end term through `χ`.

```lean
/-- For self-adjoint `H`, `A` and `Hφ = 0`, the path integral with trial state `cφ + Hχ` is a bulk
term linear in `t`, plus two equal boundary terms, plus an integral containing only `Hχ`. -/
theorem path_integral_split {H A : E →L[ℝ] E} {φ : E} (hH : IsSelfAdjoint H)
    (hA : IsSelfAdjoint A) (hφ : H φ = 0) (χ : E) (c t : ℝ) :
    ∫ s in (0 : ℝ)..t, ⟪c • φ + H χ, propagator H s (A (propagator H (t - s) (c • φ + H χ)))⟫ =
      c ^ 2 * ⟪φ, A φ⟫ * t + 2 * c * (⟪φ, A χ⟫ - ⟪φ, A (propagator H t χ)⟫) +
      ∫ s in (0 : ℝ)..t, ⟪propagator H s (H χ), A (propagator H (t - s) (H χ))⟫ := by
  have hU : Continuous (fun s => propagator H s (H χ)) := continuous_iff_continuousAt.2
    fun s => (imaginary_time_evolution H (H χ) s).1.continuousAt
  have hV : Continuous (fun s => propagator H (t - s) (H χ)) :=
    hU.comp (continuous_const.sub continuous_id)
  obtain ⟨b, hb⟩ : ∃ b : ℝ → ℝ, b = fun s => ⟪φ, A (propagator H s (H χ))⟫ := ⟨_, rfl⟩
  obtain ⟨r, hr⟩ : ∃ r : ℝ → ℝ, r = fun s =>
    ⟪propagator H s (H χ), A (propagator H (t - s) (H χ))⟫ := ⟨_, rfl⟩
  have cb : Continuous b := by
    rw [hb]
    exact continuous_inner.comp (continuous_const.prodMk (A.continuous.comp hU))
  have cr : Continuous r := by
    rw [hr]
    exact continuous_inner.comp (hU.prodMk (A.continuous.comp hV))
  have cb' : Continuous (fun s => b (t - s)) := cb.comp (continuous_const.sub continuous_id)
  -- the boundary term is a total time derivative
  have hd : ∀ s, HasDerivAt (fun r => -⟪φ, A (propagator H r χ)⟫) (b s) s := by
    intro s
    have k : HasDerivAt (fun r => -⟪φ, A (propagator H r χ)⟫) _ s :=
      ((hasDerivAt_const s φ).inner ℝ (A.hasFDerivAt.comp_hasDerivAt s
        (imaginary_time_evolution H χ s).1)).neg
    convert k using 1
    simp [hb, (imaginary_time_evolution H χ s).2]
  have hI : ∫ s in (0 : ℝ)..t, b s = ⟪φ, A χ⟫ - ⟪φ, A (propagator H t χ)⟫ := by
    rw [intervalIntegral.integral_eq_sub_of_hasDerivAt (fun s _ => hd s)
      (cb.intervalIntegrable _ _)]
    have h0 : propagator H 0 χ = χ := by simp [propagator]
    rw [h0]
    ring
  have hI' : ∫ s in (0 : ℝ)..t, b (t - s) = ∫ s in (0 : ℝ)..t, b s := by
    rw [intervalIntegral.integral_comp_sub_left, sub_self, sub_zero]
  have hpt : ∀ s, ⟪c • φ + H χ, propagator H s (A (propagator H (t - s) (c • φ + H χ)))⟫ =
      (c ^ 2 * ⟪φ, A φ⟫ + c * b (t - s)) + (c * b s + r s) := by
    intro s
    have hx : ⟪propagator H s (H χ), A φ⟫ = ⟪φ, A (propagator H s (H χ))⟫ :=
      (ContinuousLinearMap.isSelfAdjoint_iff_isSymmetric.mp hA _ φ).symm.trans
        (real_inner_comm _ _)
    rw [← propagator_symm hH]
    simp only [hb, hr, map_add, map_smul, ground_stationary hφ, inner_add_left, inner_add_right,
      real_inner_smul_left, inner_smul_right]
    linear_combination c * hx
  have i1 : IntervalIntegrable (fun _ : ℝ => c ^ 2 * ⟪φ, A φ⟫) volume 0 t :=
    Continuous.intervalIntegrable (by fun_prop) _ _
  have i2 : IntervalIntegrable (fun s => c * b (t - s)) volume 0 t :=
    Continuous.intervalIntegrable (by fun_prop) _ _
  have i3 : IntervalIntegrable (fun s => c * b s) volume 0 t :=
    Continuous.intervalIntegrable (by fun_prop) _ _
  have i12 : IntervalIntegrable (fun s => c ^ 2 * ⟪φ, A φ⟫ + c * b (t - s)) volume 0 t :=
    Continuous.intervalIntegrable (by fun_prop) _ _
  have i34 : IntervalIntegrable (fun s => c * b s + r s) volume 0 t :=
    Continuous.intervalIntegrable (by fun_prop) _ _
  simp only [hpt]
  rw [intervalIntegral.integral_add i12 i34, intervalIntegral.integral_add i1 i2,
    intervalIntegral.integral_add i3 (cr.intervalIntegrable _ _),
    intervalIntegral.integral_const, intervalIntegral.integral_const_mul,
    intervalIntegral.integral_const_mul, hI', hI, hr, smul_eq_mul]
  ring
```

The main theorem takes `χ` as given, through `hχ` and `hlin`; `Tendsto … atTop` is the limit $t\to\infty$. In the proof, `hR0` removes the remainder, `hN` and `hD` are the limits of numerator and denominator, and the last lines identify their quotient with the scaled bias. Applying the result to a continuum Hamiltonian with unbounded kinetic energy would need a further argument.

```lean
/-- For self-adjoint `A`, a gapped ground vector `φ` with `⟨φ,ψ⟩ ≠ 0`, and `χ` orthogonal to `φ`
with `(H - E₀)χ = ψ - ⟨φ,ψ⟩φ`, the bias of the path average times `t` tends to
`2⟨φ,Aχ⟩/⟨φ,ψ⟩`. -/
theorem path_average_bias {H A : E →L[ℝ] E} {φ ψ χ : E} {E₀ g : ℝ}
    (h : GappedGround H φ E₀ g) (hA : IsSelfAdjoint A) (hov : ⟪φ, ψ⟫ ≠ 0)
    (hχ : ⟪φ, χ⟫ = 0) (hlin : H χ - E₀ • χ = ψ - ⟪φ, ψ⟫ • φ) :
    Tendsto (fun t => t * (pathAverage H A ψ t - ⟪φ, A φ⟫)) atTop
      (𝓝 (2 * ⟪φ, A χ⟫ / ⟪φ, ψ⟫)) := by
  -- measure energies from the ground energy
  obtain ⟨K, hKdef⟩ : ∃ K : E →L[ℝ] E, K = H - E₀ • 1 := ⟨_, rfl⟩
  have hKv : ∀ v, K v = H v - E₀ • v := fun v => by rw [hKdef]; rfl
  have hK : GappedGround K φ 0 g := by
    refine ⟨?_, h.unit, by simp [hKv, h.eigen], h.gap_pos, fun v hv => ?_⟩
    · rw [hKdef]
      exact h.selfAdj.sub ((IsSelfAdjoint.all E₀).smul (IsSelfAdjoint.one _))
    · rw [hKv, inner_sub_right, inner_smul_right, real_inner_self_eq_norm_sq]
      linarith [h.gap v hv]
  have hφ : K φ = 0 := by simp [hK.eigen]
  obtain ⟨c, hc⟩ : ∃ c, c = ⟪φ, ψ⟫ := ⟨_, rfl⟩
  rw [← hc] at hov hlin ⊢
  have hη : ⟪φ, K χ⟫ = 0 := by
    rw [hKv, hlin, inner_sub_right, inner_smul_right, real_inner_self_eq_norm_sq, h.unit, ← hc]
    ring
  have hψ : ψ = c • φ + K χ := by rw [hKv, hlin]; abel
  have hexp : ∀ n : ℕ, Tendsto (fun t : ℝ => t ^ n * Real.exp (-(g * t))) atTop (𝓝 0) := by
    intro n
    have k := ((Real.tendsto_pow_mul_exp_neg_atTop_nhds_zero n).comp
      (tendsto_id.const_mul_atTop h.gap_pos)).const_mul ((g ^ n)⁻¹)
    rw [mul_zero] at k
    refine k.congr fun t => ?_
    have hg : g ≠ 0 := h.gap_pos.ne'
    simp only [Function.comp_apply, id_eq, mul_pow]
    field_simp
  -- overlaps with decaying states vanish, even against powers of t
  have hsmall : ∀ (n : ℕ) (w v : E), ⟪φ, v⟫ = 0 →
      Tendsto (fun t => t ^ n * ⟪w, propagator K t v⟫) atTop (𝓝 0) := by
    intro n w v hv
    have k := (hexp n).mul_const (‖w‖ * ‖v‖)
    rw [zero_mul] at k
    refine squeeze_zero_norm' ?_ k
    filter_upwards [eventually_ge_atTop 0] with t ht
    rw [norm_mul, Real.norm_of_nonneg (pow_nonneg ht n)]
    calc t ^ n * ‖⟪w, propagator K t v⟫‖
        ≤ t ^ n * (‖w‖ * (Real.exp (-(g * t)) * ‖v‖)) := by
          gcongr
          exact (norm_inner_le_norm _ _).trans (by gcongr; exact excited_decay hK hv ht)
      _ = _ := by ring
  obtain ⟨R, hR⟩ : ∃ R : ℝ → ℝ, R = fun t => ∫ s in (0 : ℝ)..t,
    ⟪propagator K s (K χ), A (propagator K (t - s) (K χ))⟫ := ⟨_, rfl⟩
  have hR0 : Tendsto R atTop (𝓝 0) := by
    have k := (hexp 1).mul_const (‖A‖ * ‖K χ‖ ^ 2)
    rw [zero_mul] at k
    refine squeeze_zero_norm' ?_ k
    filter_upwards [eventually_ge_atTop 0] with t ht
    have hb := intervalIntegral.norm_integral_le_of_norm_le_const (a := 0) (b := t)
      (f := fun s => ⟪propagator K s (K χ), A (propagator K (t - s) (K χ))⟫)
      (C := Real.exp (-(g * t)) * (‖A‖ * ‖K χ‖ ^ 2)) (fun s hs => by
        rw [Set.uIoc_of_le ht] at hs
        have he : Real.exp (-(g * t)) = Real.exp (-(g * s)) * Real.exp (-(g * (t - s))) := by
          rw [← Real.exp_add]
          ring_nf
        calc _ ≤ ‖propagator K s (K χ)‖ * ‖A (propagator K (t - s) (K χ))‖ :=
              norm_inner_le_norm _ _
          _ ≤ (Real.exp (-(g * s)) * ‖K χ‖) *
              (‖A‖ * (Real.exp (-(g * (t - s))) * ‖K χ‖)) := by
            gcongr
            · exact excited_decay hK hη hs.1.le
            · exact (A.le_opNorm _).trans
                (by gcongr; exact excited_decay hK hη (sub_nonneg.mpr hs.2))
          _ = _ := by rw [he]; ring)
    rw [sub_zero, abs_of_nonneg ht] at hb
    rw [hR]
    refine hb.trans (le_of_eq ?_)
    ring
  have hB : Tendsto (fun t => ⟪φ, A (propagator K t χ)⟫) atTop (𝓝 0) := by
    refine (hsmall 0 (A φ) χ hχ).congr fun t => ?_
    rw [pow_zero, one_mul]
    exact ContinuousLinearMap.isSelfAdjoint_iff_isSymmetric.mp hA _ _
  have hd0 : Tendsto (fun t => ⟪ψ, propagator K t (K χ)⟫) atTop (𝓝 0) := by
    simpa using hsmall 0 ψ (K χ) hη
  have hd1 : Tendsto (fun t => t * ⟪ψ, propagator K t (K χ)⟫) atTop (𝓝 0) := by
    simpa using hsmall 1 ψ (K χ) hη
  have hD : Tendsto (fun t => c ^ 2 + ⟪ψ, propagator K t (K χ)⟫) atTop (𝓝 (c ^ 2)) := by
    simpa using hd0.const_add (c ^ 2)
  have hN : Tendsto (fun t => 2 * c * (⟪φ, A χ⟫ - ⟪φ, A (propagator K t χ)⟫) + R t -
      ⟪φ, A φ⟫ * (t * ⟪ψ, propagator K t (K χ)⟫)) atTop (𝓝 (2 * c * ⟪φ, A χ⟫)) := by
    simpa using (((hB.const_sub ⟪φ, A χ⟫).const_mul (2 * c)).add hR0).sub
      (hd1.const_mul ⟪φ, A φ⟫)
  have hlim := hN.div hD (pow_ne_zero 2 hov)
  have hval : 2 * c * ⟪φ, A χ⟫ / c ^ 2 = 2 * ⟪φ, A χ⟫ / c := by field_simp
  rw [hval] at hlim
  refine hlim.congr' ?_
  filter_upwards [eventually_gt_atTop 0, hD.eventually_ne (pow_ne_zero 2 hov)] with t ht hne
  have hden : ⟪ψ, propagator K t ψ⟫ = c ^ 2 + ⟪ψ, propagator K t (K χ)⟫ := by
    have h1 : propagator K t ψ = c • φ + propagator K t (K χ) := by
      conv_lhs => rw [hψ]
      rw [map_add, map_smul, ground_stationary hφ]
    rw [h1, inner_add_right, inner_smul_right, real_inner_comm, ← hc]
    ring
  have hnum := path_integral_split hK.selfAdj hA hφ χ c t
  rw [← hψ] at hnum
  have hRt : R t = ∫ s in (0 : ℝ)..t,
    ⟪propagator K s (K χ), A (propagator K (t - s) (K χ))⟫ := by rw [hR]
  rw [← hRt] at hnum
  rw [← pathAverage_shift H A ψ E₀ t, ← hKdef]
  unfold pathAverage
  rw [intervalIntegral.integral_div, hnum, hden]
  simp only [Pi.div_apply]
  have ht' : t ≠ 0 := ht.ne'
  field_simp
  ring
```

A solvable instance puts every excited state at energy 1. There $\chi=\psi-c\varphi$, and the limit becomes $2(\langle\varphi,A\psi\rangle/c-a)$, twice the bias of the mixed estimator $\langle\varphi,A\psi\rangle/\langle\varphi,\psi\rangle$.

```lean
/-- For any unit `φ`, the Hamiltonian `1 - |φ⟩⟨φ|` has `φ` as ground vector with energy `0` and gap
`1`. For every `ψ`, the vector `χ = ψ - ⟨φ,ψ⟩φ` is orthogonal to `φ` and satisfies
`(H - 0)χ = ψ - ⟨φ,ψ⟩φ`, where `H` is this Hamiltonian. -/
theorem path_average_bias_witness {φ : E} (h1 : ‖φ‖ = 1) (ψ : E) :
    GappedGround (1 - (innerSL ℝ φ).smulRight φ) φ 0 1 ∧
    ⟪φ, ψ - ⟪φ, ψ⟫ • φ⟫ = 0 ∧
    (1 - (innerSL ℝ φ).smulRight φ : E →L[ℝ] E) (ψ - ⟪φ, ψ⟫ • φ) -
      (0 : ℝ) • (ψ - ⟪φ, ψ⟫ • φ) = ψ - ⟪φ, ψ⟫ • φ := by
  have hv : ∀ v, (1 - (innerSL ℝ φ).smulRight φ : E →L[ℝ] E) v = v - ⟪φ, v⟫ • φ := fun _ => rfl
  have ho : ⟪φ, ψ - ⟪φ, ψ⟫ • φ⟫ = 0 := by
    rw [inner_sub_right, inner_smul_right, real_inner_self_eq_norm_sq, h1]
    ring
  refine ⟨⟨?_, h1, ?_, one_pos, fun v h => ?_⟩, ho, ?_⟩
  · refine ContinuousLinearMap.isSelfAdjoint_iff_isSymmetric.mpr fun x y => ?_
    change ⟪x - ⟪φ, x⟫ • φ, y⟫ = ⟪x, y - ⟪φ, y⟫ • φ⟫
    rw [inner_sub_left, inner_sub_right, real_inner_smul_left, inner_smul_right,
      real_inner_comm φ x]
    ring
  · rw [hv, real_inner_self_eq_norm_sq, h1]
    simp
  · rw [hv, h, zero_smul, sub_zero, real_inner_self_eq_norm_sq]
    linarith
  · rw [hv, ho]
    simp

end

end PathAveragedEstimator
```

```lean
#print axioms PathAveragedEstimator.exists_gap
#print axioms PathAveragedEstimator.path_average_bias
```

```
'PathAveragedEstimator.exists_gap' depends on axioms: [propext, Classical.choice, Quot.sound]
'PathAveragedEstimator.path_average_bias' depends on axioms: [propext, Classical.choice, Quot.sound]
```
